# Exponentiating a real matrix given by an orthonormal eigenbasis exponentiates its eigenvalues

Take a finite real matrix of the form U diag(a) Uᵀ with U orthogonal, so that the columns of U are orthonormal eigenvectors and the numbers aₖ are their eigenvalues. The lemma says that, for every real s, the exponential of s times this matrix is U diag(exp(s aₖ)) Uᵀ. If the matrix is a Hamiltonian and s = −β, with β = 1/(k_B T) the inverse temperature, this is the spectral form of the unnormalised Boltzmann operator. The proof moves the exponential inside the conjugation by U, then inside the diagonal, and finally has to show that the exponential of a real-valued function on the index set is taken entry by entry.

An attempt in Lean 4 with a fault in it:

```lean
import Mathlib

open Matrix MeasureTheory Set NormedSpace

namespace ExpEigenbasis

noncomputable section

variable {m n : Type*} [Fintype m] [DecidableEq m] [Fintype n] [DecidableEq n]

/-- In an orthogonal eigenbasis the matrix exponential exponentiates the eigenvalues. -/
theorem exp_eigenbasis {U : Matrix m m ℝ} (hU : Uᵀ * U = 1) (a : m → ℝ) (s : ℝ) :
    NormedSpace.exp (s • (U * diagonal a * Uᵀ)) =
      U * diagonal (fun k => Real.exp (s * a k)) * Uᵀ := by
  have hinv : U⁻¹ = Uᵀ := Matrix.inv_eq_left_inv hU
  have hu : IsUnit U := ⟨⟨U, Uᵀ, mul_eq_one_comm.mp hU, hU⟩, rfl⟩
  have h := Matrix.exp_conj U (diagonal (fun k => s * a k)) hu
  rw [hinv, Matrix.exp_diagonal] at h
  have hd : diagonal (fun k => s * a k) = s • diagonal a := Matrix.diagonal_smul s a
  have h1 : s • (U * diagonal a * Uᵀ) = U * diagonal (fun k => s * a k) * Uᵀ := by
    rw [hd, Matrix.mul_smul, Matrix.smul_mul]
  have h2 : NormedSpace.exp (fun k => s * a k : m → ℝ) =
      fun k => Real.exp (s * a k) := by
    ext k
    rw [Pi.exp_apply, Real.exp_eq_exp_ℝ]
  rw [h1, h, h2]

end

end ExpEigenbasis
```

The compiler's answer:

```
Main.lean:25:8: error(lean.unknownIdentifier): Unknown identifier `Pi.exp_apply`
```

Diagnosis. The message says that Lean found no declaration called `Pi.exp_apply` in this file's context. The step still needed at that point is that the exponential of a function, evaluated at `k`, is the exponential of its value at `k`. Since the name does not resolve, the `rw` fails and `h2` is left unproved.

The repair derives that fact from `NormedSpace.map_exp`, which says that a continuous ring homomorphism commutes with the exponential. The homomorphism here is evaluation at `k`, written `Pi.evalRingHom (fun _ : m => ℝ) k`, and `continuous_apply k` gives its continuity. The rewrite with `Real.exp_eq_exp_ℝ` is kept from the first attempt: it turns `Real.exp` on the right-hand side into `NormedSpace.exp`, the form in which `map_exp` states its result. The `exact` then closes the goal, because applying the evaluation homomorphism to a function is by definition taking its value at `k`. The added comment has no effect on the proof.

As a diff, the version that Lean accepts:

```diff
@@ -23,5 +23,8 @@
       fun k => Real.exp (s * a k) := by
     ext k
-    rw [Pi.exp_apply, Real.exp_eq_exp_ℝ]
+    rw [Real.exp_eq_exp_ℝ]
+    -- evaluation at one index is a continuous ring homomorphism
+    exact NormedSpace.map_exp (Pi.evalRingHom (fun _ : m => ℝ) k) (continuous_apply k)
+      (fun k => s * a k)
   rw [h1, h, h2]
 
```
